# Sharing the zone-edge hopping equally makes a one-dimensional interpolated band real

An electronic-structure calculation gives the energies of a crystal band at a finite set of crystal momenta, while a band plot or a density of states needs them in between. For a single isolated band, Wannier interpolation turns the computed energies into hoppings between lattice sites and sums these hoppings with phases at any momentum wanted. On a one-dimensional mesh of N points, sites N apart have the same phase at every mesh point, so the computed energies cannot tell them apart, and the nearer site is taken. When N is even, the sites N/2 to the right and to the left are equally near. Between mesh points their phases differ, and a poor choice can give complex energies.

Take one isolated band in one dimension, with lattice constant 1. Let N = 2M with M ≥ 1, and let E_k be the real energy at

q_k = 2πk/N, k = 0, …, N − 1.

Here q is the crystal momentum, which many textbooks call k; the letter k only numbers the mesh points. The hopping over R lattice sites is

t(R) = (1/N) Σ_k E_k exp(i q_k R).

Write S(q) for the sum of t(R) exp(−iqR) over the integers with |R| < M. The interpolated band is

ε(q) = S(q) + t(M) cos(Mq).

It is real for every real q, and ε(q_k) = E_k. Here t(M) is called the zone-edge hopping; the edge meant is that of the range −M ≤ R ≤ M of lattice sites, not the Brillouin-zone boundary q = π. More generally, share t(M) between R = M and R = −M with real weights a and 1 − a:

ε_a(q) = S(q) + t(M) [a exp(−iMq) + (1 − a) exp(iMq)].

Every ε_a passes through the mesh energies, but it is real at all q exactly when a = 1/2 or t(M) = 0. Wannier interpolation codes commonly give equivalent boundary sites equal weights; for a single band on a one-dimensional even mesh, this result shows what that choice secures.

## Reality, inversion and the sine term

Since the energies are real, complex conjugation only reverses the phases in t(R), so t(−R) = t(R)*. Hence

S(q)* = Σ t(R)* exp(iqR) = Σ t(−R) exp(−iq(−R)) = S(q),

where the last step renames −R as R. For R = M the phase angle is q_k M = πk, so

t(M) = (1/N) Σ_k (−1)^k E_k,

which is real. Both parts of ε(q) are therefore real.

For the mesh values, set z = exp(i(q_j − q_k)) and sum z^R over −M < R ≤ M. If j = k, the sum is N. If j ≠ k, then z^N = 1, while z ≠ 1 because 0 < |j − k| < N, and

Σ_R z^R = z^(1−M) (1 + z + … + z^(N−1)) = z^(1−M) (1 − z^N)/(1 − z) = 0.

Inserting the definition of t(R) and exchanging the sums gives

Σ_R t(R) exp(−i q_k R) = (1/N) Σ_j E_j Σ_R exp(i(q_j − q_k)R) = E_k.

The left side is ε_1(q_k). To reach the other weights, expand the exponentials:

a exp(−iMq) + (1 − a) exp(iMq) = cos(Mq) + i(1 − 2a) sin(Mq),

ε_a(q) = ε(q) + i(1 − 2a) t(M) sin(Mq).

Since sin(Mq_k) = sin(πk) = 0, all the bands agree on the mesh, and each equals E_k there. Off the mesh, the imaginary part of ε_a is (1 − 2a) t(M) sin(Mq). At q = π/(2M) the sine is 1, so reality there forces a = 1/2 or t(M) = 0. Conversely, either condition removes the imaginary part everywhere. The one-sided phase exp(−iMq) is the case a = 1.

## Two and four mesh points

For M = 1 the mesh is q = 0, π, and only R = 0 lies in S(q). Then

ε(q) = (E_0 + E_1)/2 + ((E_0 − E_1)/2) cos q,

a cosine through the two energies.

For M = 2 take the energies 0, 2, 8, 2 at q = 0, π/2, π, 3π/2. The hoppings are t(0) = 3, t(1) = t(−1) = −2 and t(2) = 1, so

ε(q) = 3 − 4 cos q + cos 2q,

which returns 0, 2, 8, 2. At q = π/4 it gives 3 − 2√2 ≈ 0.17, whereas the one-sided choice gives 3 − 2√2 − i.

## Mesh, hoppings and bands as Lean definitions

```lean
import Mathlib

open Complex (I)
open ComplexConjugate

namespace WannierZoneEdge

noncomputable section
```

The mesh point q_k is the real number `mesh M k`.

```lean
/-- The mesh point `q_k = 2πk/N` of a Brillouin zone sampled at `N = 2M` points, `M ≥ 1`. -/
def mesh (M k : ℕ) : ℝ := 2 * Real.pi * k / (2 * M)
```

The energies form a sequence `E : ℕ → ℝ`, of which only the first 2M entries enter. The hopping is complex and is defined for every integer R, with the plus sign in its phase; the bands carry the minus sign.

```lean
/-- The hopping `t(R) = (1/N) ∑_k E_k exp(i q_k R)` obtained from the `N = 2M` mesh energies,
`M ≥ 1`. -/
def hopping (M : ℕ) (E : ℕ → ℝ) (R : ℤ) : ℂ :=
  (∑ k ∈ Finset.range (2 * M), (E k : ℂ) * Complex.exp (I * (mesh M k * R))) / ((2 * M : ℕ) : ℂ)
```

`interior` is S(q). The set `Finset.Ioo (-(M : ℤ)) M` contains the integers strictly between −M and M.

```lean
/-- The part of the band carried by the hoppings with `|R| < M`. -/
def interior (M : ℕ) (E : ℕ → ℝ) (q : ℝ) : ℂ :=
  ∑ R ∈ Finset.Ioo (-(M : ℤ)) M, hopping M E R * Complex.exp (-(I * (q * R)))
```

`band` is ε(q) and `weightedBand` is ε_a(q). Both take complex values, so that reality is something to prove. The weight a may be any real number, including one outside the interval from 0 to 1.

```lean
/-- The interpolated band, in which the zone-edge hopping `t(M)` multiplies `cos(Mq)`. -/
def band (M : ℕ) (E : ℕ → ℝ) (q : ℝ) : ℂ :=
  interior M E q + hopping M E M * (Real.cos (M * q) : ℂ)

/-- The band in which `t(M)` is shared between `R = M`, with weight `a`, and `R = -M`,
with weight `1 - a`. -/
def weightedBand (M : ℕ) (E : ℕ → ℝ) (a q : ℝ) : ℂ :=
  interior M E q + hopping M E M *
    (a * Complex.exp (-(I * (q * M))) + (1 - a) * Complex.exp (I * (q * M)))
```

The model ends with the interpolated curve. That this curve lies close to the true band between mesh points is a further step, which depends on how quickly the hoppings of the material decay.

## Real hoppings at the edge, a real band everywhere

The first theorem is t(−R) = t(R)*, obtained by conjugating the Fourier sum term by term.

```lean
/-- Real mesh energies give hoppings with `t(-R) = conj t(R)`. -/
theorem hopping_neg (M : ℕ) (E : ℕ → ℝ) (R : ℤ) :
    hopping M E (-R) = conj (hopping M E R) := by
  unfold hopping
  rw [map_div₀, map_sum, map_natCast]
  congr 1
  refine Finset.sum_congr rfl fun k _ => ?_
  rw [map_mul, Complex.conj_ofReal, ← Complex.exp_conj, map_mul, map_mul, Complex.conj_I,
    Complex.conj_ofReal, map_intCast]
  congr 2
  push_cast
  ring
```

The next one identifies t(M) with the alternating average. Its inner statement `h` rewrites the phase as k times πi, and exp(πi) = −1 supplies the sign.

```lean
/-- For `M ≥ 1` the zone-edge hopping `t(M)` is the alternating average of the mesh energies,
a real number. -/
theorem hopping_edge {M : ℕ} (hM : 0 < M) (E : ℕ → ℝ) :
    hopping M E M =
      (((∑ k ∈ Finset.range (2 * M), E k * (-1) ^ k) / (2 * M) : ℝ) : ℂ) := by
  have hM' : (M : ℂ) ≠ 0 := by exact_mod_cast hM.ne'
  unfold hopping
  push_cast
  congr 1
  refine Finset.sum_congr rfl fun k _ => ?_
  -- for R = M every mesh phase is a sign
  have h : I * ((mesh M k : ℂ) * (M : ℂ)) = (k : ℂ) * (Real.pi * I) := by
    unfold mesh
    push_cast
    field_simp
  rw [h, Complex.exp_nat_mul, Complex.exp_pi_mul_I]
```

Reality of the band is stated as a vanishing imaginary part. `Finset.sum_equiv` with `Equiv.neg ℤ` carries out the renaming of −R as R, and `hopping_edge` takes care of the cosine term.

```lean
/-- For `M ≥ 1` the interpolated band is real at every real `q`. -/
theorem band_real {M : ℕ} (hM : 0 < M) (E : ℕ → ℝ) (q : ℝ) : (band M E q).im = 0 := by
  -- the reflection R → -R exchanges the interior sum with its conjugate
  have hint : conj (interior M E q) = interior M E q := by
    unfold interior
    rw [map_sum]
    refine Finset.sum_equiv (Equiv.neg ℤ) ?_ ?_
    · intro R
      simp only [Finset.mem_Ioo, Equiv.neg_apply]
      omega
    · intro R _
      rw [Equiv.neg_apply, hopping_neg, map_mul, ← Complex.exp_conj, map_neg, map_mul, map_mul,
        Complex.conj_I, Complex.conj_ofReal, map_intCast]
      congr 2
      push_cast
      ring
  unfold band
  rw [Complex.add_im, Complex.conj_eq_iff_im.1 hint, hopping_edge hM, ← Complex.ofReal_mul,
    Complex.ofReal_im, add_zero]
```

## Recovering the mesh energies

Orthogonality is stated for two labels below 2M, which already forces M ≥ 1. For different labels, `hs` shifts the sum to run from 0 to 2M − 1, `hpow` is z^N = 1, and `hne` is z ≠ 1: otherwise j − k would be a multiple of 2M, which its size excludes. `hg` is then the vanishing geometric sum.

```lean
/-- For labels `j, k < 2M`, the sum of `exp(i (q_j - q_k) R)` over the `2M` lattice vectors
`-M < R ≤ M` is `2M` if `j = k` and `0` otherwise. -/
theorem mesh_orthogonality {M j k : ℕ} (hj : j < 2 * M) (hk : k < 2 * M) :
    ∑ R ∈ Finset.Ioc (-(M : ℤ)) M, Complex.exp (I * (((mesh M j : ℂ) - mesh M k) * R)) =
      if j = k then ((2 * M : ℕ) : ℂ) else 0 := by
  have hM : (2 * (M : ℂ)) ≠ 0 := by
    have : 2 * M ≠ 0 := by omega
    exact_mod_cast this
  have hm : ∀ l : ℕ, (mesh M l : ℂ) * (2 * M) = 2 * Real.pi * l := fun l => by
    unfold mesh
    push_cast
    exact div_mul_cancel₀ _ hM
  split_ifs with h
  · subst h
    have hc : ((M : ℤ) - -(M : ℤ)).toNat = 2 * M := by omega
    simp only [sub_self, zero_mul, mul_zero, Complex.exp_zero, Finset.sum_const, Int.card_Ioc,
      hc, nsmul_eq_mul, mul_one]
  · -- shift the sum to a geometric series in z
    have hs : ∑ R ∈ Finset.Ioc (-(M : ℤ)) M,
        Complex.exp (I * (((mesh M j : ℂ) - mesh M k) * R)) =
        ∑ n ∈ Finset.range (2 * M),
          Complex.exp (I * (((mesh M j : ℂ) - mesh M k) * (((n : ℤ) - M + 1 : ℤ) : ℂ))) := by
      symm
      refine Finset.sum_nbij' (fun n : ℕ => (n : ℤ) - M + 1) (fun R => (R + M - 1).toNat)
        ?_ ?_ ?_ ?_ (fun _ _ => rfl) <;>
      · intro a ha
        simp only [Finset.mem_range, Finset.mem_Ioc] at *
        omega
    set z := Complex.exp (I * ((mesh M j : ℂ) - mesh M k)) with hz
    have hpow : z ^ (2 * M) = 1 := by
      rw [hz, ← Complex.exp_nat_mul, Complex.exp_eq_one_iff]
      refine ⟨(j : ℤ) - k, ?_⟩
      push_cast
      linear_combination I * hm j - I * hm k
    have hne : z ≠ 1 := by
      intro h1
      obtain ⟨n, hn⟩ := Complex.exp_eq_one_iff.1 h1
      have h2 : (j : ℂ) - k = n * (2 * M) := by
        apply mul_left_cancel₀ Complex.two_pi_I_ne_zero
        linear_combination (2 * (M : ℂ)) * hn - I * hm j + I * hm k
      have h3 : (j : ℤ) - k = n * (2 * M) := by exact_mod_cast h2
      rcases lt_trichotomy n 0 with h0 | h0 | h0
      · have : n * (2 * (M : ℤ)) ≤ -1 * (2 * M) :=
          mul_le_mul_of_nonneg_right (by omega) (by omega)
        omega
      · rw [h0, zero_mul] at h3
        omega
      · have : 1 * (2 * (M : ℤ)) ≤ n * (2 * M) :=
          mul_le_mul_of_nonneg_right (by omega) (by omega)
        omega
    have hg : ∑ n ∈ Finset.range (2 * M), z ^ n = 0 := by
      have := mul_neg_geom_sum z (2 * M)
      rw [hpow, sub_self] at this
      exact (mul_eq_zero.1 this).resolve_left (sub_ne_zero.2 hne.symm)
    rw [hs, ← mul_zero (Complex.exp (I * ((mesh M j : ℂ) - mesh M k) * (1 - M))), ← hg,
      Finset.mul_sum]
    refine Finset.sum_congr rfl fun n _ => ?_
    rw [hz, ← Complex.exp_nat_mul, ← Complex.exp_add]
    congr 1
    push_cast
    ring
```

Fourier inversion follows in three steps: insert the hoppings, exchange the sums and apply orthogonality, and keep the single term j = k.

```lean
/-- For `k < 2M`, summing the hoppings over `-M < R ≤ M` with the phases `exp(-i q_k R)` returns the
energy `E_k`. -/
theorem fourier_inversion {M k : ℕ} (E : ℕ → ℝ) (hk : k < 2 * M) :
    ∑ R ∈ Finset.Ioc (-(M : ℤ)) M, hopping M E R * Complex.exp (-(I * (mesh M k * R))) =
      E k := by
  have hN : ((2 * M : ℕ) : ℂ) ≠ 0 := Nat.cast_ne_zero.2 (by omega)
  calc _ = ∑ R ∈ Finset.Ioc (-(M : ℤ)) M, ∑ j ∈ Finset.range (2 * M),
        (E j : ℂ) / ((2 * M : ℕ) : ℂ) *
          Complex.exp (I * (((mesh M j : ℂ) - mesh M k) * R)) := by
        refine Finset.sum_congr rfl fun R _ => ?_
        unfold hopping
        rw [div_mul_eq_mul_div, Finset.sum_mul, Finset.sum_div]
        refine Finset.sum_congr rfl fun j _ => ?_
        have h : Complex.exp (I * (((mesh M j : ℂ) - mesh M k) * R)) =
            Complex.exp (I * (mesh M j * R)) * Complex.exp (-(I * (mesh M k * R))) := by
          rw [← Complex.exp_add]
          congr 1
          ring
        rw [h]
        ring
    _ = ∑ j ∈ Finset.range (2 * M), (E j : ℂ) / ((2 * M : ℕ) : ℂ) *
          (if j = k then ((2 * M : ℕ) : ℂ) else 0) := by
        rw [Finset.sum_comm]
        refine Finset.sum_congr rfl fun j hj => ?_
        rw [← Finset.mul_sum, mesh_orthogonality (Finset.mem_range.1 hj) hk]
    _ = E k := by
        rw [Finset.sum_eq_single_of_mem k (Finset.mem_range.2 hk)
          (fun j _ hjk => by rw [if_neg hjk, mul_zero]), if_pos rfl, div_mul_cancel₀ _ hN]
```

## The weight at the zone edge

The sine correction is an identity for all real a and q, proved by Euler's formula for both exponentials.

```lean
/-- Sharing `t(M)` with weights `a` and `1 - a` changes the interpolated band by
`i (1 - 2a) t(M) sin(Mq)`. -/
theorem weightedBand_eq (M : ℕ) (E : ℕ → ℝ) (a q : ℝ) :
    weightedBand M E a q =
      band M E q + (1 - 2 * a) * hopping M E M * (Real.sin (M * q) : ℂ) * I := by
  have h1 : Complex.exp (I * (q * M)) =
      (Real.cos (M * q) : ℂ) + (Real.sin (M * q) : ℂ) * I := by
    rw [Complex.ofReal_cos, Complex.ofReal_sin, ← Complex.exp_mul_I]
    congr 1
    push_cast
    ring
  have h2 : Complex.exp (-(I * (q * M))) =
      (Real.cos (M * q) : ℂ) - (Real.sin (M * q) : ℂ) * I := by
    have h : -(I * ((q : ℂ) * M)) = ((-(M * q) : ℝ) : ℂ) * I := by
      push_cast
      ring
    rw [h, Complex.exp_mul_I, ← Complex.ofReal_cos, ← Complex.ofReal_sin, Real.cos_neg,
      Real.sin_neg, Complex.ofReal_neg]
    ring
  unfold weightedBand band
  rw [h1, h2]
  ring
```

On the mesh the sine vanishes, so `hall` equates every weighted band with `band`. The weight a = 1 gives the plain Fourier sum, whose value is known from inversion; `hset` splits off its term R = M.

```lean
/-- Every sharing of `t(M)` between `R = M` and `R = -M` with real weights `a` and `1 - a`
reproduces the energy `E_k` at the mesh point `q_k` for each `k < 2M`. -/
theorem weightedBand_mesh {M k : ℕ} (E : ℕ → ℝ) (a : ℝ) (hk : k < 2 * M) :
    weightedBand M E a (mesh M k) = E k := by
  have hM : (M : ℝ) ≠ 0 := Nat.cast_ne_zero.2 (by omega)
  -- the sine correction vanishes on the mesh
  have hsin : Real.sin (M * mesh M k) = 0 := by
    have h : (M : ℝ) * mesh M k = k * Real.pi := by
      unfold mesh
      field_simp
    rw [h, Real.sin_nat_mul_pi]
  have hall : ∀ b : ℝ, weightedBand M E b (mesh M k) = band M E (mesh M k) := fun b => by
    rw [weightedBand_eq, hsin, Complex.ofReal_zero, mul_zero, zero_mul, add_zero]
  -- weight one is the plain Fourier sum over -M < R ≤ M
  have hset : Finset.Ioc (-(M : ℤ)) M = insert (M : ℤ) (Finset.Ioo (-(M : ℤ)) M) := by
    ext R
    simp only [Finset.mem_Ioc, Finset.mem_insert, Finset.mem_Ioo]
    omega
  have hF := fourier_inversion E hk
  rw [hset, Finset.sum_insert (by simp), Int.cast_natCast] at hF
  rw [hall a, ← hall 1, ← hF]
  unfold weightedBand interior
  rw [Complex.ofReal_one]
  ring
```

The main theorem joins reality at every real q to agreement at all 2M mesh points. Its second half uses a = 1/2, where the sine correction has coefficient zero.

```lean
/-- **Wannier interpolation on an even mesh.** For `M ≥ 1` and real mesh energies, the band with
zone-edge term `t(M) cos(Mq)` is real at every real `q` and equals `E_k` at `q = 2πk/(2M)` for each
`k < 2M`. -/
theorem wannier_interpolation {M : ℕ} (hM : 0 < M) (E : ℕ → ℝ) :
    (∀ q : ℝ, (band M E q).im = 0) ∧ ∀ k < 2 * M, band M E (mesh M k) = E k := by
  refine ⟨band_real hM E, fun k hk => ?_⟩
  -- the cosine is the equal sharing a = 1/2
  rw [← weightedBand_mesh E (1 / 2) hk, weightedBand_eq]
  push_cast
  ring
```

The criterion for reality is an equivalence. `him` computes the imaginary part, and the forward direction evaluates it at π/(2M), halfway between the first two mesh points.

```lean
/-- For `M ≥ 1`, the band with weights `a` and `1 - a` at the zone edge is real at every real `q`
exactly when the sharing is equal or `t(M)` vanishes. -/
theorem weightedBand_real_iff {M : ℕ} (hM : 0 < M) (E : ℕ → ℝ) (a : ℝ) :
    (∀ q : ℝ, (weightedBand M E a q).im = 0) ↔ a = 1 / 2 ∨ hopping M E M = 0 := by
  obtain ⟨T, hT⟩ : ∃ T : ℝ, hopping M E M = (T : ℂ) := ⟨_, hopping_edge hM E⟩
  have him : ∀ q : ℝ, (weightedBand M E a q).im = (1 - 2 * a) * T * Real.sin (M * q) := by
    intro q
    have h : (1 - 2 * (a : ℂ)) * T * (Real.sin (M * q) : ℂ) * I =
        (((1 - 2 * a) * T * Real.sin (M * q) : ℝ) : ℂ) * I := by
      push_cast
      ring
    rw [weightedBand_eq, hT, h, Complex.add_im, band_real hM, zero_add]
    simp only [Complex.mul_im, Complex.ofReal_re, Complex.ofReal_im, Complex.I_re, Complex.I_im]
    ring
  rw [hT, Complex.ofReal_eq_zero]
  constructor
  · intro h
    -- test halfway between two mesh points, where the sine is one
    have hM' : (M : ℝ) ≠ 0 := Nat.cast_ne_zero.2 hM.ne'
    have hq : (M : ℝ) * (Real.pi / (2 * M)) = Real.pi / 2 := by field_simp
    have h1 := h (Real.pi / (2 * M))
    rw [him, hq, Real.sin_pi_div_two, mul_one] at h1
    rcases mul_eq_zero.1 h1 with h2 | h2
    · left
      linarith
    · exact Or.inr h2
  · rintro (h | h) q
    · rw [him, h]
      ring
    · rw [him, h]
      ring
```

The last theorem writes out the one-sided band and states that, if t(M) ≠ 0, its imaginary part is nonzero at some real q. Were it real everywhere, the criterion with a = 1 would give 1 = 1/2 or t(M) = 0.

```lean
/-- For `M ≥ 1` and `t(M) ≠ 0`, replacing `cos(Mq)` by `exp(-iMq)` gives a band that is not real
at some real `q`. -/
theorem one_sided_not_real {M : ℕ} (hM : 0 < M) (E : ℕ → ℝ) (ht : hopping M E M ≠ 0) :
    ∃ q : ℝ, (interior M E q + hopping M E M * Complex.exp (-(I * (q * M)))).im ≠ 0 := by
  by_contra hcon
  have h : ∀ q : ℝ, (weightedBand M E 1 q).im = 0 := by
    intro q
    by_contra hq
    refine hcon ⟨q, ?_⟩
    unfold weightedBand at hq
    rwa [Complex.ofReal_one, sub_self, zero_mul, add_zero, one_mul] at hq
  rcases (weightedBand_real_iff hM E 1).1 h with h1 | h1
  · norm_num at h1
  · exact ht h1

end

end WannierZoneEdge
```

```lean
#print axioms WannierZoneEdge.wannier_interpolation
-- 'WannierZoneEdge.wannier_interpolation' depends on axioms: [propext, Classical.choice, Quot.sound]
#print axioms WannierZoneEdge.weightedBand_real_iff
-- 'WannierZoneEdge.weightedBand_real_iff' depends on axioms: [propext, Classical.choice, Quot.sound]
#print axioms WannierZoneEdge.one_sided_not_real
-- 'WannierZoneEdge.one_sided_not_real' depends on axioms: [propext, Classical.choice, Quot.sound]
```
